# The Ising partition function on a finite simple graph as a sum over even edge sets

Q: Before I believe any theorem, I want the definitions. What is the model, and what sign and temperature conventions does it use?

A: Take a finite simple graph $G$ with vertex set $V$ and $n$ vertices. "Simple" means that an edge joins two distinct sites and no pair is joined twice. Each edge $e=\{i,j\}$ carries a real number $K_e$, the coupling energy divided by $k_BT$. The weight is $\exp(+\sum_e K_e s_is_j)$, so positive $K_e$ is ferromagnetic. There is no external field.

```lean
import Mathlib

open Finset

namespace IsingHighTemperature

noncomputable section

variable {V : Type*} [Fintype V] [DecidableEq V]
```

Q: The spins take values in `ℤˣ`. Why should I read that as $\pm1$?

A: `ℤˣ` is the group of invertible integers, which are exactly $1$ and $-1$. A configuration is a function `σ : V → ℤˣ`, and `spin σ v` is the real number $s_v=\pm1$.

```lean
/-- The value `+1` or `-1` of the Ising spin at site `v`, as a real number. -/
def spin (σ : V → ℤˣ) (v : V) : ℝ := ((σ v : ℤ) : ℝ)
```

The type `Sym2 V` holds unordered pairs of sites. On the pair $e=\{i,j\}$ the bond variable is $b_e=s_is_j$, which is well defined because the product is symmetric.

```lean
/-- The bond variable `s_i s_j` of the unordered pair `{i, j}`. -/
def bond (σ : V → ℤˣ) (e : Sym2 V) : ℝ :=
  Sym2.lift ⟨fun i j => spin σ i * spin σ j, fun _ _ => mul_comm _ _⟩ e
```

For an edge set $F$, let $d_F(v)$ be the number of edges in $F$ that contain $v$.

```lean
/-- The number of edges of the edge set `F` that meet the site `v`. -/
def valence (F : Finset (Sym2 V)) (v : V) : ℕ := (F.filter (fun e => v ∈ e)).card
```

Q: `K` is defined on all pairs, even those that are not edges. Do spurious couplings enter?

A: No. The exponent sums over `G.edgeFinset` only, so the values of `K` elsewhere are never used.

```lean
/-- The Boltzmann weight `exp (∑ K_e s_i s_j)`, with the sum over the edges of `G`. -/
def weight (G : SimpleGraph V) [DecidableRel G.Adj] (K : Sym2 V → ℝ) (σ : V → ℤˣ) : ℝ :=
  Real.exp (∑ e ∈ G.edgeFinset, K e * bond σ e)
```

The partition function $Z$ sums this weight over all $2^n$ configurations.

```lean
/-- The partition function: the sum of the Boltzmann weights of all spin configurations. -/
def partitionFunction (G : SimpleGraph V) [DecidableRel G.Adj] (K : Sym2 V → ℝ) : ℝ :=
  ∑ σ : V → ℤˣ, weight G K σ
```

Q: And is `correlation` the connected correlation function?

A: No, nothing is subtracted. For a set of sites $A$ it is the plain thermal average $\langle\prod_{v\in A}s_v\rangle$.

```lean
/-- The thermal average of the product of the spins in `A`. -/
def correlation (G : SimpleGraph V) [DecidableRel G.Adj] (K : Sym2 V → ℝ)
    (A : Finset V) : ℝ :=
  (∑ σ : V → ℤˣ, (∏ v ∈ A, spin σ v) * weight G K σ) / partitionFunction G K
```

The last definition is the graph sum
$$S_A=\sum_{F:\ d_F(v)\text{ odd}\,\Leftrightarrow\, v\in A}\ \prod_{e\in F}\tanh K_e ,$$
where $F$ runs over subsets of the edges of $G$. The sites in $A$ are called sources.

```lean
/-- The sum of `∏ tanh K_e` over the edge sets whose sites of odd degree are exactly
the sources `A`. -/
def sourceSum (G : SimpleGraph V) [DecidableRel G.Adj] (K : Sym2 V → ℝ)
    (A : Finset V) : ℝ :=
  ∑ F ∈ G.edgeFinset.powerset.filter (fun F => ∀ v, (Odd (valence F v) ↔ v ∈ A)),
    ∏ e ∈ F, Real.tanh (K e)
```

Q: What is the claim, and is it an approximation for small $K_e$?

A: It is an exact identity for all real $K_e$:
$$\sum_\sigma\Big(\prod_{v\in A}s_v\Big)e^{\sum_e K_eb_e}=2^n\Big(\prod_e\cosh K_e\Big)S_A .$$
With $A=\emptyset$ the left side is $Z$, and $S_\emptyset$ runs over the edge sets with all degrees even. It is called the high-temperature expansion because, for fixed coupling energies, a term with $m$ edges falls off at least as fast as $T^{-m}$ at high temperature.

Q: Then derive it. Where does the hyperbolic tangent come from?

A: From the fact that $b_e$ takes only two values. Since $\cosh$ is even and $\sinh$ is odd,
$$e^{K_eb_e}=\cosh K_e+b_e\sinh K_e=\cosh K_e\,(1+b_e\tanh K_e).$$
The lemma `exp_bond` first shows $b_e=\pm1$ by running through the values of the two spins, then checks the identity for each sign.

```lean
omit [Fintype V] [DecidableEq V] in
/-- The Boltzmann factor of one bond is linear in the bond variable:
`exp (K s_i s_j) = cosh K (1 + s_i s_j tanh K)`. -/
theorem exp_bond (k : ℝ) (σ : V → ℤˣ) (e : Sym2 V) :
    Real.exp (k * bond σ e) = Real.cosh k * (1 + bond σ e * Real.tanh k) := by
  have hb : bond σ e = 1 ∨ bond σ e = -1 := by
    induction e using Sym2.ind with
    | _ i j =>
      rcases Int.units_eq_one_or (σ i) with hi | hi <;>
        rcases Int.units_eq_one_or (σ j) with hj | hj <;> simp [bond, spin, hi, hj]
  have hc : Real.cosh k ≠ 0 := (Real.cosh_pos k).ne'
  have ht : Real.cosh k * Real.tanh k = Real.sinh k := by
    rw [Real.tanh_eq_sinh_div_cosh]
    field_simp
  rcases hb with h | h
  · rw [h, mul_one, ← Real.cosh_add_sinh]
    linear_combination -ht
  · rw [h, mul_neg_one, ← Real.cosh_sub_sinh]
    linear_combination ht
```

Q: Multiplying out the edges will give products of bond variables. How do these become powers of single spins?

A: An edge has two distinct ends, so $b_e$ is a product over all sites, with factor $s_v$ if $v\in e$ and $1$ otherwise. Exchange the two products and count how often $s_v$ occurs:
$$\prod_{e\in F}b_e=\prod_v s_v^{d_F(v)} .$$
This is where the absence of loops is used. In `prod_bond`, the hypothesis `hF` says that $F$ consists of edges of $G$, `h` is the rewriting of one bond, and `Finset.prod_comm` is the exchange.

```lean
/-- In a product of bond variables over a set of edges of `G`, each spin appears to the
power of its degree. -/
theorem prod_bond (G : SimpleGraph V) [DecidableRel G.Adj] (σ : V → ℤˣ)
    {F : Finset (Sym2 V)} (hF : F ⊆ G.edgeFinset) :
    ∏ e ∈ F, bond σ e = ∏ v, spin σ v ^ valence F v := by
  -- an edge has two distinct ends, so its bond variable is a product over sites
  have h : ∀ e ∈ F, bond σ e = ∏ v, if v ∈ e then spin σ v else 1 := by
    intro e he
    have hG := SimpleGraph.mem_edgeFinset.mp (hF he)
    induction e using Sym2.ind with
    | _ i j =>
      have hadj : G.Adj i j := by simpa using hG
      rw [← Finset.prod_filter,
        show (Finset.univ.filter (fun v => v ∈ s(i, j))) = {i, j} by ext v; simp,
        Finset.prod_pair hadj.ne]
      rfl
  rw [Finset.prod_congr rfl h, Finset.prod_comm]
  refine Finset.prod_congr rfl fun v _ => ?_
  simp only [valence, ← Finset.prod_filter, Finset.prod_const]
```

Q: And the spin sum removes the odd powers?

A: Yes. For exponents $m_v$ the sum factorises over sites:
$$\sum_\sigma\prod_v s_v^{m_v}=\prod_v\big(1+(-1)^{m_v}\big).$$
Each factor is $2$ for even $m_v$ and $0$ for odd $m_v$. The result is $2^n$ if every exponent is even, and $0$ otherwise. In the proof, `h1` is the one-site sum and `h2` the factorisation.

```lean
/-- The sum of a spin monomial over all configurations is `2^n` if every exponent is even,
and zero otherwise. -/
theorem sum_spin_monomial (m : V → ℕ) :
    ∑ σ : V → ℤˣ, ∏ v, spin σ v ^ m v =
      if ∀ v, Even (m v) then (2 : ℝ) ^ Fintype.card V else 0 := by
  have h1 : ∀ k : ℕ, ∑ s : ℤˣ, ((s : ℤ) : ℝ) ^ k = if Even k then 2 else 0 := by
    intro k
    rw [show (Finset.univ : Finset ℤˣ) = {1, -1} from rfl, Finset.sum_pair (by decide)]
    simp only [Units.val_neg, Units.val_one, Int.cast_neg, Int.cast_one, one_pow]
    split_ifs with h
    · rw [h.neg_one_pow]; norm_num
    · rw [(Nat.not_even_iff_odd.mp h).neg_one_pow]; norm_num
  -- the configuration sum factorises over the sites
  have h2 : ∑ σ : V → ℤˣ, ∏ v, spin σ v ^ m v =
      ∏ v, ∑ s : ℤˣ, ((s : ℤ) : ℝ) ^ m v := by
    rw [Finset.prod_univ_sum, Fintype.piFinset_univ]
    rfl
  rw [h2, Finset.prod_congr rfl (fun v _ => h1 (m v))]
  split_ifs with h
  · rw [Finset.prod_congr rfl (fun v _ => if_pos (h v)), Finset.prod_const,
      Finset.card_univ]
  · obtain ⟨v, hv⟩ := not_forall.mp h
    exact Finset.prod_eq_zero (Finset.mem_univ v) (if_neg hv)
```

Q: Now put the weight together.

A: The exponential of a sum is a product of exponentials, and expanding that product means choosing, for each edge, either $1$ or $b_e\tanh K_e$. The edges where the second term is chosen form $F$:
$$e^{\sum_eK_eb_e}=\Big(\prod_e\cosh K_e\Big)\sum_F\Big(\prod_{e\in F}\tanh K_e\Big)\prod_v s_v^{d_F(v)} .$$
The choice is made by `Finset.prod_one_add`, after which `prod_bond` collects the spins.

```lean
/-- The Boltzmann weight of a configuration as a sum over all edge sets of `G`. -/
theorem weight_expansion (G : SimpleGraph V) [DecidableRel G.Adj] (K : Sym2 V → ℝ)
    (σ : V → ℤˣ) :
    weight G K σ = (∏ e ∈ G.edgeFinset, Real.cosh (K e)) *
      ∑ F ∈ G.edgeFinset.powerset,
        (∏ e ∈ F, Real.tanh (K e)) * ∏ v, spin σ v ^ valence F v := by
  rw [weight, Real.exp_sum, Finset.prod_congr rfl (fun e _ => exp_bond (K e) σ e),
    Finset.prod_mul_distrib, Finset.prod_one_add]
  congr 1
  refine Finset.sum_congr rfl fun F hF => ?_
  rw [Finset.prod_mul_distrib, prod_bond G σ (Finset.mem_powerset.mp hF), mul_comm]
```

Q: How do the sources change the parity condition?

A: Let $a_v=1$ for $v\in A$ and $a_v=0$ otherwise. Inserting $\prod_{v\in A}s_v$ raises the exponent of $s_v$ to $a_v+d_F(v)$. Exchange the finite sums over $\sigma$ and $F$, and do the spin sum first. An edge set survives, with factor $2^n$, exactly when every $a_v+d_F(v)$ is even. That means $d_F(v)$ is odd on $A$ and even elsewhere, which is the condition in $S_A$.

The three stages of the `calc` block are the insertion, the exchange followed by the spin sum, and the translation of the parity condition, which is `hiff`.

```lean
/-- High-temperature expansion with sources: inserting the spins of `A` into the
configuration sum selects the edge sets whose sites of odd degree are exactly `A`. -/
theorem expansion_with_sources (G : SimpleGraph V) [DecidableRel G.Adj]
    (K : Sym2 V → ℝ) (A : Finset V) :
    ∑ σ : V → ℤˣ, (∏ v ∈ A, spin σ v) * weight G K σ =
      2 ^ Fintype.card V * (∏ e ∈ G.edgeFinset, Real.cosh (K e)) * sourceSum G K A := by
  have hA : ∀ σ : V → ℤˣ,
      ∏ v ∈ A, spin σ v = ∏ v, spin σ v ^ (if v ∈ A then 1 else 0) := by
    intro σ
    simp only [pow_ite, pow_one, pow_zero]
    rw [Finset.prod_ite_mem, Finset.univ_inter]
  calc _ = ∑ σ : V → ℤˣ, ∑ F ∈ G.edgeFinset.powerset,
        ((∏ e ∈ G.edgeFinset, Real.cosh (K e)) * ∏ e ∈ F, Real.tanh (K e)) *
          ∏ v, spin σ v ^ ((if v ∈ A then 1 else 0) + valence F v) := by
        refine Finset.sum_congr rfl fun σ _ => ?_
        rw [weight_expansion, hA, Finset.mul_sum, Finset.mul_sum]
        refine Finset.sum_congr rfl fun F _ => ?_
        simp only [pow_add, Finset.prod_mul_distrib]
        ring
    _ = ∑ F ∈ G.edgeFinset.powerset,
        ((∏ e ∈ G.edgeFinset, Real.cosh (K e)) * ∏ e ∈ F, Real.tanh (K e)) *
          (if ∀ v, Even ((if v ∈ A then 1 else 0) + valence F v)
            then (2 : ℝ) ^ Fintype.card V else 0) := by
        rw [Finset.sum_comm]
        refine Finset.sum_congr rfl fun F _ => ?_
        rw [← Finset.mul_sum, sum_spin_monomial]
    _ = _ := by
        rw [sourceSum, Finset.sum_filter, Finset.mul_sum]
        refine Finset.sum_congr rfl fun F _ => ?_
        -- all exponents are even exactly when the odd sites of `F` are the sources
        have hiff : (∀ v, Even ((if v ∈ A then 1 else 0) + valence F v)) ↔
            ∀ v, (Odd (valence F v) ↔ v ∈ A) := forall_congr' fun v => by
          by_cases h : v ∈ A <;>
            simp only [h, ↓reduceIte, iff_true, iff_false, zero_add, Nat.even_add,
              Nat.not_odd_iff_even, Nat.not_even_one, false_iff, Nat.not_even_iff_odd]
        by_cases h : ∀ v, (Odd (valence F v) ↔ v ∈ A)
        · rw [if_pos h, if_pos (hiff.mpr h)]; ring
        · rw [if_neg h, if_neg (fun h' => h (hiff.mp h'))]; ring
```

For $A=\emptyset$ the condition says that no degree is odd, and the partition function follows:
$$Z=2^n\Big(\prod_e\cosh K_e\Big)\sum_{F:\ \text{all }d_F(v)\text{ even}}\ \prod_{e\in F}\tanh K_e .$$

```lean
/-- High-temperature expansion: the Ising partition function is `2^n ∏ cosh K_e` times the
sum of `∏ tanh K_e` over the edge sets with all degrees even. -/
theorem high_temperature_expansion (G : SimpleGraph V) [DecidableRel G.Adj]
    (K : Sym2 V → ℝ) :
    partitionFunction G K =
      2 ^ Fintype.card V * (∏ e ∈ G.edgeFinset, Real.cosh (K e)) *
        ∑ F ∈ G.edgeFinset.powerset.filter (fun F => ∀ v, Even (valence F v)),
          ∏ e ∈ F, Real.tanh (K e) := by
  simpa [partitionFunction, sourceSum] using expansion_with_sources G K ∅
```

Q: I would like to divide by this to get correlations. With antiferromagnetic bonds some terms can be negative. Could $S_\emptyset$ vanish?

A: It can't. $Z$ is a sum of exponentials, hence positive, and so is the prefactor $2^n\prod_e\cosh K_e$. Therefore $S_\emptyset>0$ whatever the signs of the couplings. The prefactor cancels in the quotient:
$$\Big\langle\prod_{v\in A}s_v\Big\rangle=\frac{S_A}{S_\emptyset}.$$
The theorem `correlation_eq_ratio` states both the positivity and the ratio.

```lean
/-- The source-free graph sum is positive, and every spin correlation is the graph sum with
sources `A` divided by it. -/
theorem correlation_eq_ratio (G : SimpleGraph V) [DecidableRel G.Adj]
    (K : Sym2 V → ℝ) (A : Finset V) :
    0 < sourceSum G K ∅ ∧ correlation G K A = sourceSum G K A / sourceSum G K ∅ := by
  have hc : 0 < 2 ^ Fintype.card V * ∏ e ∈ G.edgeFinset, Real.cosh (K e) :=
    mul_pos (by positivity) (Finset.prod_pos fun e _ => Real.cosh_pos _)
  have h0 := expansion_with_sources G K ∅
  simp only [Finset.prod_empty, one_mul] at h0
  have hZ : 0 < ∑ σ : V → ℤˣ, weight G K σ :=
    Finset.sum_pos (fun σ _ => Real.exp_pos _) Finset.univ_nonempty
  rw [h0] at hZ
  refine ⟨(mul_pos_iff_of_pos_left hc).mp hZ, ?_⟩
  rw [correlation, partitionFunction, h0, expansion_with_sources,
    mul_div_mul_left _ _ hc.ne']
```

Q: The next theorem bears Griffiths' name. As usually stated, the first inequality also allows nonnegative fields and nonnegative many-spin couplings.

A: This version is narrower: it has pair couplings and zero field. The hypothesis `hK` requires $K_e\ge0$ on every edge, which excludes antiferromagnetic bonds. Then every $\tanh K_e$ is nonnegative, so every term of $S_A$ is too, and dividing by $S_\emptyset>0$ preserves the sign.

```lean
/-- Griffiths' first inequality for pair couplings: if no coupling on an edge is negative,
every spin correlation is nonnegative. -/
theorem griffiths_first (G : SimpleGraph V) [DecidableRel G.Adj] (K : Sym2 V → ℝ)
    (hK : ∀ e ∈ G.edgeFinset, 0 ≤ K e) (A : Finset V) : 0 ≤ correlation G K A := by
  obtain ⟨hpos, h⟩ := correlation_eq_ratio G K A
  rw [h]
  refine div_nonneg (Finset.sum_nonneg fun F hF => Finset.prod_nonneg fun e he => ?_) hpos.le
  have he' := Finset.mem_powerset.mp (Finset.mem_filter.mp hF).1 he
  rw [Real.tanh_eq_sinh_div_cosh]
  exact div_nonneg (Real.sinh_nonneg_iff.mpr (hK e he')) (Real.cosh_pos _).le
```

The sign of the terms also matters for simulation. In a finite ferromagnetic model with pair couplings and no field, the terms of $S_\emptyset$ are nonnegative and their sum is positive. Divided by that sum they are probabilities, so a Monte Carlo program may sample edge sets instead of spins.

Q: Show me a case small enough to check completely.

A: Take the triangle with equal couplings $k$. Of its eight edge sets, only the empty set and the full triangle have all degrees even, so
$$Z=8\cosh^3k\,(1+\tanh^3k).$$
The proof states this list of two sets as `hs`, has Lean verify it by evaluation with `decide +kernel`, and then substitutes it into the general expansion.

```lean
/-- The partition function of the triangle with equal couplings `k` is
`8 cosh³ k (1 + tanh³ k)`. -/
theorem triangle_partitionFunction (k : ℝ) :
    partitionFunction (⊤ : SimpleGraph (Fin 3)) (fun _ => k) =
      8 * Real.cosh k ^ 3 * (1 + Real.tanh k ^ 3) := by
  have h : partitionFunction (⊤ : SimpleGraph (Fin 3)) (fun _ => k) =
      2 ^ Fintype.card (Fin 3) *
        (∏ _e ∈ (⊤ : SimpleGraph (Fin 3)).edgeFinset, Real.cosh k) *
        ∑ F ∈ (⊤ : SimpleGraph (Fin 3)).edgeFinset.powerset.filter
          (fun F => ∀ v, Even (valence F v)), ∏ _e ∈ F, Real.tanh k := by
    convert high_temperature_expansion (⊤ : SimpleGraph (Fin 3)) (fun _ => k)
  -- only the empty set and the full triangle have all degrees even
  have hs : (⊤ : SimpleGraph (Fin 3)).edgeFinset.powerset.filter
      (fun F => ∀ v, Even (valence F v)) =
        {∅, (⊤ : SimpleGraph (Fin 3)).edgeFinset} := by decide +kernel
  have hne : (∅ : Finset (Sym2 (Fin 3))) ≠ (⊤ : SimpleGraph (Fin 3)).edgeFinset := by
    decide +kernel
  have hcard : (⊤ : SimpleGraph (Fin 3)).edgeFinset.card = 3 := by decide +kernel
  rw [h, hs, Finset.sum_pair hne]
  simp only [Finset.prod_const, Fintype.card_fin, hcard]
  norm_num

end

end IsingHighTemperature
```

```lean
#print axioms IsingHighTemperature.high_temperature_expansion
-- 'IsingHighTemperature.high_temperature_expansion' depends on axioms: [propext, Classical.choice, Quot.sound]
#print axioms IsingHighTemperature.griffiths_first
-- 'IsingHighTemperature.griffiths_first' depends on axioms: [propext, Classical.choice, Quot.sound]
#print axioms IsingHighTemperature.triangle_partitionFunction
-- 'IsingHighTemperature.triangle_partitionFunction' depends on axioms: [propext, Classical.choice, Quot.sound]
```

Q: And with numbers?

A: Choose $\tanh k=\tfrac12$. Then $\cosh k=2/\sqrt3$ and $e^k=\sqrt3$. The graph formula gives
$$Z=8\cdot\frac{8}{3\sqrt3}\cdot\frac98=8\sqrt3\approx13.86 .$$
Now count spins directly. Two configurations have all spins equal and weight $e^{3k}=3\sqrt3$. The other six have one spin reversed and weight $e^{-k}=1/\sqrt3$. The total is $6\sqrt3+2\sqrt3=8\sqrt3$, as before.

For two sources, the allowed edge sets are the direct edge and the path through the third site, so
$$\langle s_0s_1\rangle=\frac{\frac12+\frac14}{1+\frac18}=\frac23 .$$
Directly, $s_0s_1=1$ has total weight $2e^{3k}+2e^{-k}=\tfrac{20}{3}\sqrt3$ and $s_0s_1=-1$ has $4e^{-k}=\tfrac43\sqrt3$. Their difference divided by $Z$ is again $\tfrac23$.

Q: Does any of this give me the phase transition on the infinite lattice?

A: No. The graph is finite throughout, and for a finite graph $Z$ is a finite sum of exponentials. It is therefore positive and analytic in the couplings, and so $\log Z$ is analytic too. A transition would need the limit $n\to\infty$, which these theorems do not treat.
